# The discrete winding of a nonvanishing loop is an integer, and it is additive when every step turns by less than π/2

Q: You keep only $N$ momenta and read each jump between neighbours as a turn by the principal argument, in $(-\pi,\pi]$. The curve between the points is gone. What is left of the physics?

A: A loop sampled at $k_j=2\pi j/N$, with $j\in\mathbb Z/N$, so the last point is followed by the first. In Lean it is a function `ZMod N → ℂ`, and `NeZero N` makes the ring finite.

```lean
import Mathlib

open Complex
open scoped Real

namespace SSHWinding

noncomputable section

variable {N : ℕ} [NeZero N]
```

A: For such a loop $z$, the winding is

$$W(z)=\frac1{2\pi}\sum_j\arg\frac{z_{j+1}}{z_j}.$$

`winding` has values in ℝ, so its being an integer has to be proved.

```lean
/-- The discrete winding number of a loop `z` of nonzero complex numbers on the ring `Z/N`:
the sum of the step arguments `arg (z (j+1) / z j)`, divided by `2π`. -/
def winding (z : ZMod N → ℂ) : ℝ :=
  (∑ j, arg (z (j + 1) / z j)) / (2 * π)
```

Q: Where is the SSH chain?

A: Its Bloch Hamiltonian has zero diagonal and off-diagonal element $h_j=v+we^{ik_j}$, with complex intracell hopping $v$ and intercell hopping $w$. The energies are $\pm|h_j|$, so a nonvanishing loop means a gap at every sampled momentum. `phase` is $e^{ik_j}$ and `sshLoop` is $h_j$. Using the conjugate element would reverse the orientation.

```lean
/-- The Bloch phase `e^{ik}` at the grid momentum `k = 2πj/N`. -/
def phase (j : ZMod N) : ℂ := ((ZMod.toCircle j : Circle) : ℂ)

/-- The off-diagonal element `v + w e^{ik}` of the SSH Bloch Hamiltonian on the momentum grid,
with intracell hopping `v` and intercell hopping `w`. -/
def sshLoop (v w : ℂ) (j : ZMod N) : ℂ := v + w * phase j
```

Q: Principal arguments jump. Why should their sum be a multiple of $2\pi$?

A: Each step argument equals the difference of the two endpoint arguments up to a multiple of $2\pi$, and the differences cancel around the ring. For nonzero entries there are integers $n_j$ with

$$\arg\frac{z_{j+1}}{z_j}=\arg z_{j+1}-\arg z_j+2\pi n_j .$$

`arg_div_eq` gets this by comparing angles modulo $2\pi$.

```lean
/-- The argument of a quotient of nonzero complex numbers is the difference of the arguments
up to an integer multiple of `2π`. -/
theorem arg_div_eq {x y : ℂ} (hx : x ≠ 0) (hy : y ≠ 0) :
    ∃ n : ℤ, arg (x / y) = arg x - arg y + 2 * π * n := by
  have h : ((arg (x / y) : ℝ) : Real.Angle) = ((arg x - arg y : ℝ) : Real.Angle) := by
    rw [Complex.arg_div_coe_angle hx hy, Real.Angle.coe_sub]
  obtain ⟨n, hn⟩ := Real.Angle.angle_eq_iff_two_pi_dvd_sub.1 h
  exact ⟨n, by linarith⟩
```

A: Summed over the ring, $\sum_j\arg z_{j+1}=\sum_j\arg z_j$, since shifting $j$ only reorders the terms. Hence $W(z)=\sum_j n_j$. In the proof, `choose` picks the $n_j$ and `shift` is the reordering.

```lean
/-- The discrete winding number of a loop that never vanishes is an integer. -/
theorem winding_integer (z : ZMod N → ℂ) (hz : ∀ j, z j ≠ 0) :
    ∃ n : ℤ, winding z = n := by
  choose n hn using fun j => arg_div_eq (hz (j + 1)) (hz j)
  -- the differences of arguments cancel around the ring
  have shift : ∑ j, arg (z (j + 1)) = ∑ j, arg (z j) :=
    Equiv.sum_comp (Equiv.addRight (1 : ZMod N)) (fun j => arg (z j))
  refine ⟨∑ j, n j, ?_⟩
  have hpi : 2 * π ≠ 0 := by positivity
  unfold winding
  rw [div_eq_iff hpi, Finset.sum_congr rfl (fun j _ => hn j), Finset.sum_add_distrib,
    Finset.sum_sub_distrib, shift, ← Finset.mul_sum]
  push_cast
  ring
```

Q: In the continuum, the winding of a product is the sum of the windings. Does that survive?

A: Yes, if all steps of both loops are below $\pi/2$ in absolute value. Let $\alpha_j$ and $\beta_j$ be the step arguments of $z$ and $y$. The product loop has step ratio $(z_{j+1}/z_j)(y_{j+1}/y_j)$, and $\alpha_j+\beta_j$ lies in $(-\pi,\pi)$, so it is the principal argument of that ratio. Summing over $j$ gives $W(zy)=W(z)+W(y)$. `Complex.arg_mul_eq_add_arg_iff` is the middle step.

```lean
/-- If two loops never vanish and all their step arguments are below `π/2` in absolute value,
the winding number of the pointwise product is the sum of the winding numbers. -/
theorem winding_mul (z y : ZMod N → ℂ) (hz : ∀ j, z j ≠ 0) (hy : ∀ j, y j ≠ 0)
    (hza : ∀ j, |arg (z (j + 1) / z j)| < π / 2)
    (hya : ∀ j, |arg (y (j + 1) / y j)| < π / 2) :
    winding (fun j => z j * y j) = winding z + winding y := by
  unfold winding
  rw [← add_div, ← Finset.sum_add_distrib]
  congr 1
  refine Finset.sum_congr rfl fun j _ => ?_
  have h1 := abs_lt.1 (hza j)
  have h2 := abs_lt.1 (hya j)
  -- the two step angles add up to less than a half turn, so no branch jump occurs
  rw [mul_div_mul_comm]
  exact (Complex.arg_mul_eq_add_arg_iff (div_ne_zero (hz _) (hz _))
    (div_ne_zero (hy _) (hy _))).2 ⟨by linarith [h1.1, h2.1], by linarith [h1.2, h2.2]⟩
```

Q: And if I allow steps of exactly $\pi/2$?

A: Then it fails on four points. Take $z_j=y_j=e^{-ik_j}$. Each ratio is $-i$, with argument $-\pi/2$, so $W(z)=-1$. The squared loop has ratios $-1$, whose principal argument is $+\pi$, so its winding is $4\pi/2\pi=2$ instead of $-2$. The proof finds the ratios from the multiplication rule `phase_add`.

```lean
/-- Bloch phases multiply when grid momenta are added. -/
theorem phase_add (a b : ZMod N) : phase (a + b) = phase a * phase b := by
  simp [phase, AddChar.map_add_eq_mul]

/-- The strict bound `< π/2` in `winding_mul` cannot be relaxed to `≤ π/2`: on four grid points the
loop `e^{-ik}` has steps of size exactly `π/2` and winding number `-1`, but its square has winding
number `2`. -/
theorem winding_mul_sharp :
    (∀ j : ZMod 4, |arg (phase (-(j + 1)) / phase (-j))| = π / 2) ∧
    winding (fun j : ZMod 4 => phase (-j)) = -1 ∧
    winding (fun j : ZMod 4 => phase (-j) * phase (-j)) = 2 := by
  have hI : phase (1 : ZMod 4) = I := by
    unfold phase
    rw [show (1 : ZMod 4) = ((1 : ℤ) : ZMod 4) by simp, ZMod.toCircle_intCast,
      show 2 * (π : ℂ) * I * ((1 : ℤ) : ℂ) / ((4 : ℕ) : ℂ) = (π / 2 : ℂ) * I by
        push_cast; ring,
      Complex.exp_mul_I, Complex.cos_pi_div_two, Complex.sin_pi_div_two]
    ring
  -- every step is a quarter turn backwards
  have hs : ∀ j : ZMod 4, phase (-(j + 1)) / phase (-j) = -I := by
    intro j
    have e : phase (-j) = phase (-(j + 1)) * I := by
      rw [← hI, ← phase_add]
      congr 1
      ring
    have h0 : phase (-j) ≠ 0 := Circle.coe_ne_zero _
    rw [div_eq_iff h0, e]
    linear_combination phase (-(j + 1)) * Complex.I_mul_I
  have hq : ∀ j : ZMod 4,
      phase (-(j + 1)) * phase (-(j + 1)) / (phase (-j) * phase (-j)) = -1 := by
    intro j
    rw [mul_div_mul_comm, hs]
    linear_combination Complex.I_mul_I
  have hpi : 2 * π ≠ 0 := by positivity
  refine ⟨fun j => ?_, ?_, ?_⟩
  · rw [hs, Complex.arg_neg_I, abs_neg, abs_of_pos (by positivity)]
  · simp only [winding, hs]
    rw [div_eq_iff hpi, Finset.sum_const, Finset.card_univ, ZMod.card, Complex.arg_neg_I,
      nsmul_eq_mul]
    push_cast
    ring
  · simp only [winding, hq]
    rw [div_eq_iff hpi, Finset.sum_const, Finset.card_univ, ZMod.card, Complex.arg_neg_one,
      nsmul_eq_mul]
    push_cast
    ring
```

Q: Now the phases of the chain. Why is the winding zero for $|w|<|v|$?

A: More generally, let $|b_j|<|a|$ for all $j$ and write $a+b_j=a(1+q_j)$ with $q_j=b_j/a$. Since $|q_j|<1$, the real part of $1+q_j$ is positive, and $\theta_j=\arg(1+q_j)$ lies in $(-\pi/2,\pi/2)$.

```lean
/-- A perturbation of `1` by less than one unit has argument below `π/2` in absolute value. -/
theorem abs_arg_one_add {q : ℂ} (hq : ‖q‖ < 1) : |arg (1 + q)| < π / 2 := by
  refine Complex.abs_arg_lt_pi_div_two_iff.2 (Or.inl ?_)
  have h := abs_le.1 (Complex.abs_re_le_norm q)
  rw [Complex.add_re, Complex.one_re]
  linarith [h.1]
```

A: The step argument is $\theta_{j+1}-\theta_j+2\pi n$ for some integer $n$. The difference lies in $(-\pi,\pi)$ and the step argument in $(-\pi,\pi]$, so $|n|<1$ and $n=0$. The differences then sum to zero around the ring.

```lean
/-- A loop `a + b j` whose varying part is everywhere smaller in modulus than the constant `a`
has winding number zero. -/
theorem winding_const_add (a : ℂ) (b : ZMod N → ℂ) (h : ∀ j, ‖b j‖ < ‖a‖) :
    winding (fun j => a + b j) = 0 := by
  have hapos : 0 < ‖a‖ := lt_of_le_of_lt (norm_nonneg _) (h 0)
  have ha : a ≠ 0 := norm_pos_iff.1 hapos
  have hb : ∀ j, |arg (1 + b j / a)| < π / 2 := fun j =>
    abs_arg_one_add (by rw [norm_div, div_lt_one hapos]; exact h j)
  have hf : ∀ j, a + b j = a * (1 + b j / a) := fun j => by
    rw [mul_add, mul_one, mul_div_cancel₀ _ ha]
  have hne : ∀ j, 1 + b j / a ≠ 0 := by
    intro j h0
    have h1 : a + b j = 0 := by rw [hf, h0, mul_zero]
    have h2 : b j = -a := by linear_combination h1
    have h3 := h j
    rw [h2, norm_neg] at h3
    exact lt_irrefl _ h3
  have hstep : ∀ j, arg ((a + b (j + 1)) / (a + b j)) =
      arg (1 + b (j + 1) / a) - arg (1 + b j / a) := by
    intro j
    rw [hf (j + 1), hf j, mul_div_mul_left _ _ ha]
    obtain ⟨n, hn⟩ := arg_div_eq (hne (j + 1)) (hne j)
    have h1 := abs_lt.1 (hb (j + 1))
    have h2 := abs_lt.1 (hb j)
    have h3 := Complex.neg_pi_lt_arg ((1 + b (j + 1) / a) / (1 + b j / a))
    have h4 := Complex.arg_le_pi ((1 + b (j + 1) / a) / (1 + b j / a))
    -- the integer lies strictly between -1 and 1
    have h5 : (n : ℝ) < 1 := by nlinarith [Real.pi_pos, h1.1, h2.2]
    have h6 : (-1 : ℝ) < n := by nlinarith [Real.pi_pos, h1.2, h2.1]
    have h7 : n < 1 := by exact_mod_cast h5
    have h8 : -1 < n := by exact_mod_cast h6
    have h9 : n = 0 := by omega
    rw [hn, h9]
    simp
  have shift : ∑ j, arg (1 + b (j + 1) / a) = ∑ j, arg (1 + b j / a) :=
    Equiv.sum_comp (Equiv.addRight (1 : ZMod N)) (fun j => arg (1 + b j / a))
  unfold winding
  rw [Finset.sum_congr rfl (fun j _ => hstep j), Finset.sum_sub_distrib, shift, sub_self,
    zero_div]
```

Q: And the other phase?

A: First take $e^{ik_j}$ alone. For $N\ge2$ each step is $2\pi/N\le\pi$, and $N$ of them make one full turn.

```lean
/-- On a grid of at least two momenta the Bloch phase advances by `2π/N` per step and has
winding number one. -/
theorem winding_phase (hN : 2 ≤ N) :
    (∀ j : ZMod N, arg (phase (j + 1) / phase j) = 2 * π / N) ∧
    winding (phase : ZMod N → ℂ) = 1 := by
  have hN' : (2 : ℝ) ≤ N := by exact_mod_cast hN
  have hN0 : (0 : ℝ) < N := by linarith
  have h1 : phase (1 : ZMod N) = exp (((2 * π / N : ℝ) : ℂ) * I) := by
    unfold phase
    rw [show (1 : ZMod N) = ((1 : ℤ) : ZMod N) by simp, ZMod.toCircle_intCast]
    congr 1
    push_cast
    ring
  have hs : ∀ j : ZMod N, arg (phase (j + 1) / phase j) = 2 * π / N := by
    intro j
    have h0 : phase j ≠ 0 := Circle.coe_ne_zero _
    have hlo : 0 < 2 * π / N := div_pos (by positivity) hN0
    have hhi : 2 * π / N ≤ π := by
      rw [div_le_iff₀ hN0]
      nlinarith [Real.pi_pos]
    rw [phase_add, mul_div_cancel_left₀ _ h0, h1, Complex.exp_mul_I]
    exact Complex.arg_cos_add_sin_mul_I ⟨by linarith [Real.pi_pos], hhi⟩
  refine ⟨hs, ?_⟩
  have hpi : 2 * π ≠ 0 := by positivity
  unfold winding
  rw [div_eq_iff hpi, Finset.sum_congr rfl (fun j _ => hs j), Finset.sum_const,
    Finset.card_univ, ZMod.card, nsmul_eq_mul, one_mul, mul_div_cancel₀ _ hN0.ne']
```

A: The case $|w|<|v|$ is `winding_const_add` with $a=v$ and $b_j=we^{ik_j}$, on every grid.

```lean
/-- If the intracell hopping exceeds the intercell hopping in modulus, the SSH loop has
winding number zero on every momentum grid. -/
theorem ssh_winding_zero (v w : ℂ) (h : ‖w‖ < ‖v‖) :
    winding (sshLoop v w : ZMod N → ℂ) = 0 :=
  winding_const_add v (fun j => w * phase j) (fun j => by
    show ‖w * phase j‖ < ‖v‖
    rw [norm_mul, show ‖phase j‖ = 1 from Circle.norm_coe _, mul_one]
    exact h)
```

A: For $|v|<|w|$, factor $h_j=e^{ik_j}u_j$ with $u_j=w+ve^{-ik_j}$. The constant term dominates, so $W(u)=0$. To add windings we need small steps. We have $|u_j|\ge|w|-|v|$ and

$$|u_{j+1}-u_j|=|v|\,|e^{2\pi i/N}-1|.$$

If the right side is below $|w|-|v|$, then $u_{j+1}/u_j=1+q$ with $|q|<1$, and its argument is below $\pi/2$ in absolute value. For $N\ge5$ so is $2\pi/N$. Hence $W(h)=1+0=1$.

Q: What does that grid condition mean physically?

A: Between neighbouring momenta, $u$ must change by less than $|w|-|v|$, which is half the band gap of the infinite chain. As the gap closes at fixed nonzero $|v|$, this condition asks for ever finer grids. The condition is sufficient; I don't claim it is necessary.

```lean
/-- The SSH loop has winding number one if the grid has at least five momenta and is so fine
that `|v| |e^{2πi/N} - 1| < |w| - |v|`. -/
theorem ssh_winding_one (hN : 5 ≤ N) (v w : ℂ)
    (h : ‖v‖ * ‖phase (1 : ZMod N) - 1‖ < ‖w‖ - ‖v‖) :
    winding (sshLoop v w : ZMod N → ℂ) = 1 := by
  have hn : ∀ j : ZMod N, ‖phase j‖ = 1 := fun j => Circle.norm_coe _
  have hvw : ‖v‖ < ‖w‖ := by
    have := mul_nonneg (norm_nonneg v) (norm_nonneg (phase (1 : ZMod N) - 1))
    linarith
  obtain ⟨u, hu⟩ : ∃ u : ZMod N → ℂ, ∀ j, u j = w + v * phase (-j) := ⟨_, fun _ => rfl⟩
  have hlow : ∀ j, ‖w‖ - ‖v‖ ≤ ‖u j‖ := by
    intro j
    have h1 := norm_sub_norm_le w (-(v * phase (-j)))
    rw [norm_neg, norm_mul, hn, mul_one, sub_neg_eq_add] at h1
    rw [hu]
    exact h1
  have hne : ∀ j, u j ≠ 0 := fun j => norm_pos_iff.1 (by linarith [hlow j])
  -- the steps of the second factor are small compared with its modulus
  have hstep : ∀ j, |arg (u (j + 1) / u j)| < π / 2 := by
    intro j
    have e : phase (-j) = phase (-(j + 1)) * phase (1 : ZMod N) := by
      rw [← phase_add]
      congr 1
      ring
    have hd : u j - u (j + 1) = v * phase (-(j + 1)) * (phase (1 : ZMod N) - 1) := by
      rw [hu, hu]
      linear_combination v * e
    have e2 : u (j + 1) / u j = 1 + (u (j + 1) - u j) / u j := by
      rw [sub_div, div_self (hne j)]
      ring
    rw [e2]
    apply abs_arg_one_add
    rw [norm_div, div_lt_one (norm_pos_iff.2 (hne j)), norm_sub_rev, hd, norm_mul, norm_mul,
      hn, mul_one]
    linarith [hlow j]
  -- factor out the Bloch phase
  have hfac : (sshLoop v w : ZMod N → ℂ) = fun j => phase j * u j := by
    funext j
    have e : phase j * phase (-j) = 1 := by
      rw [← phase_add, add_neg_cancel]
      simp [phase]
    rw [hu]
    simp only [sshLoop]
    linear_combination (-v) * e
  have hu0 : winding u = 0 := by
    rw [show u = fun j => w + v * phase (-j) from funext hu]
    exact winding_const_add w (fun j => v * phase (-j)) (fun j => by
      simpa only [norm_mul, hn, mul_one] using hvw)
  have hp := winding_phase (N := N) (by omega)
  have hN' : (5 : ℝ) ≤ N := by exact_mod_cast hN
  have hN0 : (0 : ℝ) < N := by linarith
  have hps : ∀ j : ZMod N, |arg (phase (j + 1) / phase j)| < π / 2 := by
    intro j
    rw [hp.1 j, abs_of_pos (div_pos (by positivity) hN0), div_lt_iff₀ hN0]
    nlinarith [Real.pi_pos]
  rw [hfac, winding_mul phase u (fun j => Circle.coe_ne_zero _) hne hps hstep, hp.2, hu0,
    add_zero]

end

end SSHWinding
```

Q: So what may I use this for?

A: For a non-interacting two-band chain with this off-diagonal form, it gives sufficient conditions for a finite momentum sum to return the winding 0 or 1. Edge states and disorder would need arguments of their own.

```lean
#print axioms SSHWinding.winding_integer
#print axioms SSHWinding.winding_mul_sharp
#print axioms SSHWinding.ssh_winding_zero
#print axioms SSHWinding.ssh_winding_one
```

```
'SSHWinding.winding_integer' depends on axioms: [propext, Classical.choice, Quot.sound]
'SSHWinding.winding_mul_sharp' depends on axioms: [propext, Classical.choice, Quot.sound]
'SSHWinding.ssh_winding_zero' depends on axioms: [propext, Classical.choice, Quot.sound]
'SSHWinding.ssh_winding_one' depends on axioms: [propext, Classical.choice, Quot.sound]
```
